# Oxide thickness from a photoemission intensity ratio under exponential attenuation

To obtain the thickness $d$ of an oxide film from a photoemission spectrum, one divides the oxide intensity by the substrate intensity and puts the ratio $R$ into a logarithm. For a uniform film on a thick substrate, with exponential attenuation along straight escape paths, this step reads $d = L\cos\theta\,\log(1 + RB/A)$, where $L$ is the attenuation length in both layers, $\theta$ the emission angle from the surface normal, and $A$ and $B$ the emission strengths per unit depth of oxide and substrate.

```lean
import Mathlib

open MeasureTheory Filter Set
open scoped Topology

noncomputable section

namespace OxideThicknessXPS

/-- Photoelectron intensity from an oxide of thickness `d`, with emission strength `A` per unit
depth, attenuation length `L` and emission angle `θ` from the surface normal
(domain: `L * cos θ ≠ 0`). -/
def oxideIntensity (A L θ d : ℝ) : ℝ :=
  A * ∫ z in Icc 0 d, Real.exp (-z / (L * Real.cos θ))

/-- Photoelectron intensity from a substrate of emission strength `B` below an oxide of thickness
`d`; the electrons are attenuated with length `L'` in the substrate and `L` in the oxide (domain:
`L * cos θ ≠ 0` and `L' * cos θ > 0`, so that the integral converges). -/
def substrateIntensity (B L L' θ d : ℝ) : ℝ :=
  B * ∫ z in Ici d, Real.exp (-(d / (L * Real.cos θ) + (z - d) / (L' * Real.cos θ)))

/-- The ratio of oxide to substrate intensity (domain: `L`, `L'`, `cos θ` and the substrate
intensity are nonzero). -/
def intensityRatio (A B L L' θ d : ℝ) : ℝ :=
  oxideIntensity A L θ d / substrateIntensity B L L' θ d

/-- For positive `L` and `cos θ`, the oxide intensity at thickness `d ≥ 0` is
`A L cos θ (1 - exp (-d / (L cos θ)))`. -/
theorem oxideIntensity_eq (A : ℝ) {L θ d : ℝ} (hL : 0 < L) (hθ : 0 < Real.cos θ)
    (hd : 0 ≤ d) :
    oxideIntensity A L θ d =
      A * (L * Real.cos θ * (1 - Real.exp (-d / (L * Real.cos θ)))) := by
  unfold oxideIntensity
  have ha : L * Real.cos θ ≠ 0 := (mul_pos hL hθ).ne'
  generalize L * Real.cos θ = a at ha ⊢
  -- an antiderivative of the exponential depth profile
  have key : ∀ z ∈ uIcc 0 d,
      HasDerivAt (fun z : ℝ => -a * Real.exp (-z / a)) (Real.exp (-z / a)) z := by
    intro z _
    have h1 : HasDerivAt (fun z : ℝ => -z / a) (-1 / a) z :=
      (hasDerivAt_id' z).fun_neg.div_const a
    exact (h1.exp.const_mul (-a)).congr_deriv (by field_simp)
  rw [integral_Icc_eq_integral_Ioc, ← intervalIntegral.integral_of_le hd,
    intervalIntegral.integral_eq_sub_of_hasDerivAt key
      (Continuous.intervalIntegrable (by fun_prop) _ _)]
  simp only [neg_zero, zero_div, Real.exp_zero]
  ring

/-- For positive `L'` and `cos θ`, the substrate intensity is `B L' cos θ` times the attenuation
factor `exp (-d / (L cos θ))` of the oxide. -/
theorem substrateIntensity_eq (B L d : ℝ) {L' θ : ℝ} (hL' : 0 < L') (hθ : 0 < Real.cos θ) :
    substrateIntensity B L L' θ d =
      B * (L' * Real.cos θ * Real.exp (-d / (L * Real.cos θ))) := by
  unfold substrateIntensity
  have hb : 0 < L' * Real.cos θ := mul_pos hL' hθ
  generalize L' * Real.cos θ = b at hb ⊢
  generalize L * Real.cos θ = a
  have key : ∀ z ∈ Ici d,
      HasDerivAt (fun z : ℝ => -b * Real.exp (-(d / a + (z - d) / b)))
        (Real.exp (-(d / a + (z - d) / b))) z := by
    intro z _
    have h1 : HasDerivAt (fun z : ℝ => -(d / a + (z - d) / b)) (-(1 / b)) z :=
      ((((hasDerivAt_id' z).sub_const d).div_const b).const_add (d / a)).fun_neg
    exact (h1.exp.const_mul (-b)).congr_deriv (by field_simp)
  -- emission from infinite depth does not reach the surface
  have h1 : Tendsto (fun z : ℝ => z - d) atTop atTop := by
    simpa only [sub_eq_add_neg, id] using
      tendsto_atTop_add_const_right atTop (-d) (tendsto_id (α := ℝ))
  have h2 : Tendsto (fun z : ℝ => d / a + (z - d) / b) atTop atTop :=
    tendsto_atTop_add_const_left atTop (d / a) (h1.atTop_div_const hb)
  have h3 := (Real.tendsto_exp_neg_atTop_nhds_zero.comp h2).const_mul (-b)
  rw [mul_zero] at h3
  rw [integral_Ici_eq_integral_Ioi,
    integral_Ioi_of_hasDerivAt_of_nonneg' key (fun z _ => (Real.exp_pos _).le) h3]
  simp only [sub_self, zero_div, add_zero, neg_div]
  ring

/-- For positive `B`, `L`, `L'`, `cos θ` and thickness `d ≥ 0`, the intensity ratio is
`(A L / (B L')) (exp (d / (L cos θ)) - 1)`. -/
theorem intensityRatio_eq (A : ℝ) {B L L' θ d : ℝ} (hB : 0 < B) (hL : 0 < L) (hL' : 0 < L')
    (hθ : 0 < Real.cos θ) (hd : 0 ≤ d) :
    intensityRatio A B L L' θ d =
      A * L / (B * L') * (Real.exp (d / (L * Real.cos θ)) - 1) := by
  rw [intensityRatio, oxideIntensity_eq A hL hθ hd, substrateIntensity_eq B L d hL' hθ,
    neg_div, Real.exp_neg]
  have hE := Real.exp_ne_zero (d / (L * Real.cos θ))
  generalize Real.exp (d / (L * Real.cos θ)) = E at hE ⊢
  field_simp

/-- The oxide thickness `d ≥ 0` follows from the measured intensity ratio `R`, for positive
emission strengths, attenuation lengths and `cos θ`. -/
theorem thickness_eq {A B L L' θ d R : ℝ} (hA : 0 < A) (hB : 0 < B) (hL : 0 < L)
    (hL' : 0 < L') (hθ : 0 < Real.cos θ) (hd : 0 ≤ d)
    (hR : intensityRatio A B L L' θ d = R) :
    d = L * Real.cos θ * Real.log (1 + R * (B * L') / (A * L)) := by
  rw [intensityRatio_eq A hB hL hL' hθ hd] at hR
  -- the argument of the logarithm is the inverse attenuation factor of the oxide
  have hx : 1 + R * (B * L') / (A * L) = Real.exp (d / (L * Real.cos θ)) := by
    rw [← hR]
    generalize Real.exp (d / (L * Real.cos θ)) = E
    have h : A * L / (B * L') * (E - 1) * (B * L') / (A * L) = E - 1 := by field_simp
    linarith
  rw [hx, Real.log_exp]
  field_simp

/-- For positive emission strengths, attenuation lengths and `cos θ`, and any ratio `R ≥ 0`, the
thickness formula gives a nonnegative thickness at which the intensity ratio is `R`. -/
theorem thickness_reproduces_ratio {A B L L' θ R : ℝ} (hA : 0 < A) (hB : 0 < B) (hL : 0 < L)
    (hL' : 0 < L') (hθ : 0 < Real.cos θ) (hR : 0 ≤ R) :
    0 ≤ L * Real.cos θ * Real.log (1 + R * (B * L') / (A * L)) ∧
    intensityRatio A B L L' θ
      (L * Real.cos θ * Real.log (1 + R * (B * L') / (A * L))) = R := by
  have hq : 0 ≤ R * (B * L') / (A * L) := by positivity
  have ha : 0 < L * Real.cos θ := mul_pos hL hθ
  have hd : 0 ≤ L * Real.cos θ * Real.log (1 + R * (B * L') / (A * L)) :=
    mul_nonneg ha.le (Real.log_nonneg (by linarith))
  refine ⟨hd, ?_⟩
  rw [intensityRatio_eq A hB hL hL' hθ hd, mul_div_cancel_left₀ _ ha.ne',
    Real.exp_log (by linarith), add_sub_cancel_left]
  field_simp

/-- With one attenuation length `L` for both layers, the thickness `d ≥ 0` is
`L cos θ log (1 + R B / A)`, for positive `A`, `B`, `L` and `cos θ`. -/
theorem thickness_eq_of_equal_attenuation {A B L θ d R : ℝ} (hA : 0 < A) (hB : 0 < B)
    (hL : 0 < L) (hθ : 0 < Real.cos θ) (hd : 0 ≤ d)
    (hR : (A * ∫ z in Icc 0 d, Real.exp (-z / (L * Real.cos θ))) /
      (B * ∫ z in Ici d, Real.exp (-z / (L * Real.cos θ))) = R) :
    d = L * Real.cos θ * Real.log (1 + R * B / A) := by
  -- the two path segments join into one exponential
  have hz : ∀ z : ℝ, -(d / (L * Real.cos θ) + (z - d) / (L * Real.cos θ)) =
      -z / (L * Real.cos θ) := by
    intro z
    ring
  have e : intensityRatio A B L L θ d = R := by
    rw [← hR]
    simp only [intensityRatio, oxideIntensity, substrateIntensity, hz]
  have t := thickness_eq hA hB hL hL hθ hd e
  have hc : R * (B * L) / (A * L) = R * B / A := by field_simp
  rwa [hc] at t

/-- In an angle-resolved measurement the logarithm of the thickness formula is proportional to
`1 / cos θ` with slope `d / L`, for `d ≥ 0` and positive emission strengths, attenuation lengths
and `cos θ`. -/
theorem angle_resolved_line {A B L L' θ d : ℝ} (hA : 0 < A) (hB : 0 < B) (hL : 0 < L)
    (hL' : 0 < L') (hθ : 0 < Real.cos θ) (hd : 0 ≤ d) :
    Real.log (1 + intensityRatio A B L L' θ d * (B * L') / (A * L)) =
      d / L * (1 / Real.cos θ) := by
  have h := thickness_eq hA hB hL hL' hθ hd rfl
  have hs : d / L * (1 / Real.cos θ) = d / (L * Real.cos θ) := by field_simp
  rw [hs, eq_div_iff (mul_pos hL hθ).ne']
  linear_combination -h

end OxideThicknessXPS
```

```lean
#print axioms OxideThicknessXPS.thickness_reproduces_ratio
-- 'OxideThicknessXPS.thickness_reproduces_ratio' depends on axioms: [propext, Classical.choice, Quot.sound]
#print axioms OxideThicknessXPS.thickness_eq_of_equal_attenuation
-- 'OxideThicknessXPS.thickness_eq_of_equal_attenuation' depends on axioms: [propext, Classical.choice, Quot.sound]
#print axioms OxideThicknessXPS.angle_resolved_line
-- 'OxideThicknessXPS.angle_resolved_line' depends on axioms: [propext, Classical.choice, Quot.sound]
```

## Thickness and ratio determine each other

The formula above is `thickness_eq_of_equal_attenuation`. Its hypothesis `hR` writes out both depth integrals: $A$ times the integral of $e^{-z/(L\cos\theta)}$ over $[0,d]$, divided by $B$ times the integral of the same function over $[d,\infty)$, equals $R$. For positive $A$, $B$, $L$ and $\cos\theta$, and for $d \ge 0$, the conclusion is the logarithmic formula, with the natural logarithm.

The theorem `thickness_eq` allows a second attenuation length $L'$ in the substrate. It states that

$$d = L\cos\theta\,\log\!\left(1 + \frac{R\,B L'}{A L}\right).$$

The converse is `thickness_reproduces_ratio`. For every $R \ge 0$ the right-hand side is a nonnegative thickness, and a film of that thickness has the intensity ratio $R$. Each nonnegative ratio therefore belongs to exactly one thickness in the model. The bare substrate, $d = 0$, belongs to $R = 0$.

Finally, `angle_resolved_line` divides the formula by $L\cos\theta$ and reads it as a statement about angles:

$$\log\!\left(1 + \frac{R\,B L'}{A L}\right) = \frac{d}{L}\cdot\frac{1}{\cos\theta}.$$

Here $R$ is the ratio at the angle $\theta$. Plotted against $1/\cos\theta$, the logarithm lies on a line through the origin with slope $d/L$, so such a plot gives the thickness in units of the attenuation length.

## A uniform film with straight escape paths

The depth $z$ is measured from the surface into the sample. The oxide fills $0 \le z \le d$ and the substrate everything below it. In Lean these regions are the sets `Icc 0 d` and `Ici d`, and all physical quantities are real numbers. The lengths may be in any unit, provided that it is the same for all of them.

An electron emitted at depth $z$ in the oxide travels a distance $z/\cos\theta$ to the surface and arrives without energy loss with probability $e^{-z/(L\cos\theta)}$. This is the integrand of `oxideIntensity`. An electron from the substrate crosses a length $(z-d)/\cos\theta$ of substrate and then $d/\cos\theta$ of oxide. The integrand of `substrateIntensity` is the product of the two attenuation factors, written as one exponential. The function `intensityRatio` is the quotient of the two intensities. The angle enters only through `Real.cos θ`, and the hypothesis $\cos\theta > 0$ says that the electron leaves towards the vacuum side and not along the surface.

The constants $A$ and $B$ stand for everything that fixes the number of photoelectrons per unit depth: the density of emitting atoms, the photoionisation cross section, the photon flux and the response of the analyser. Factors common to both layers cancel in $B/A$. Calculated cross sections enter the thickness through this quotient, so in this model of straight paths and exponential attenuation an error in their ratio passes into $d$ through the logarithm.

The attenuation lengths are postulated constants that summarise the loss of electrons by scattering. One length $L$ serves in the oxide for electrons from both layers. This is reasonable when the two lines have nearly the same kinetic energy, as for two chemically shifted components of one core level. Lines far apart in energy would need two different lengths in the oxide.

The model also leaves out elastic deflection, refraction at the surface, roughness, a graded interface and diffraction in a crystalline substrate. The photon flux is constant over the depth from which electrons escape. For the angular plot, $A$ and $B$ may depend on the angle, but $B/A$ must then be known at each angle before the logarithm can be formed.

## From two depth integrals to a logarithm

Write $\lambda = L\cos\theta$ and $\lambda' = L'\cos\theta$ for the attenuation lengths projected on the depth axis. Both are positive. An antiderivative of $e^{-z/\lambda}$ is $-\lambda e^{-z/\lambda}$, so the oxide intensity is

$$I_{\mathrm{ox}} = A\int_0^d e^{-z/\lambda}\,dz = A\left[-\lambda e^{-z/\lambda}\right]_0^d = A\lambda\left(1 - e^{-d/\lambda}\right).$$

For the substrate, the function

$$F(z) = -\lambda' \exp\!\left(-\frac{d}{\lambda} - \frac{z-d}{\lambda'}\right)$$

has the integrand as its derivative. It tends to $0$ as $z \to \infty$, because $\lambda' > 0$, and its value at the interface is $F(d) = -\lambda' e^{-d/\lambda}$. Hence

$$I_{\mathrm{sub}} = B\left(0 - F(d)\right) = B\lambda' e^{-d/\lambda}.$$

In the quotient the factor $\cos\theta$ cancels from $\lambda/\lambda'$, and dividing by $e^{-d/\lambda}$ is multiplying by $e^{d/\lambda}$:

$$R = \frac{A\lambda\left(1 - e^{-d/\lambda}\right)}{B\lambda' e^{-d/\lambda}} = \frac{AL}{BL'}\left(e^{d/\lambda} - 1\right).$$

Multiplying by $BL'/(AL)$ and adding $1$ isolates the exponential,

$$1 + \frac{R\,BL'}{AL} = e^{d/\lambda},$$

and the logarithm of both sides, multiplied by $\lambda$, gives the thickness.

For the converse, let $R \ge 0$ and put $q = R\,BL'/(AL)$, which is nonnegative. Then $d = \lambda\log(1+q)$ is nonnegative as well, and $e^{d/\lambda} = 1 + q$. The ratio at this thickness is $\frac{AL}{BL'}\,q = R$.

If $L' = L$, the two parts of the substrate exponent join, since $d/\lambda + (z-d)/\lambda = z/\lambda$. Both layers then share one exponential depth profile, and $BL'/(AL)$ becomes $B/A$. With $A = B$ and normal emission, for example, equal intensities mean $d = L\log 2$, about $0.69\,L$.

The constant $AL/(BL')$ has a direct meaning. A very thick oxide has the intensity $A\lambda$ and a bare substrate has $B\lambda'$, so the constant is the ratio of these two reference intensities at the same angle.

## A negative thickness and a silent oxide

The condition $d \ge 0$ is needed because the oxide intensity is an integral over a set. Take $A = B = L = 1$, $\theta = 0$ and $d = -1$. The set $[0,-1]$ is empty, so the oxide intensity is $0$, while the substrate intensity is $\int_{-1}^{\infty} e^{-z}\,dz = e$. The ratio is $R = 0$, and the formula returns $0$ instead of $-1$.

The emission strength $A$ must at least be nonzero. If $A = 0$, the ratio is $0$ for every thickness, and no function of $R$ can tell a thin film from a thick one.

## The same steps in the Lean proof

The lemma `oxideIntensity_eq` evaluates the first integral. The `generalize` step replaces $L\cos\theta$ by a single nonzero number `a`, the $\lambda$ of the derivation, and `key` checks that $-a\,e^{-z/a}$ has the right derivative. The integral over the closed interval is then turned into an integral from $0$ to $d$ by `intervalIntegral.integral_of_le hd`, which is where $d \ge 0$ is used. The fundamental theorem of calculus, `intervalIntegral.integral_eq_sub_of_hasDerivAt`, gives the difference of the boundary values.

The lemma `substrateIntensity_eq` treats the half-line, with `b` for $\lambda'$. Again `key` is the derivative, this time of $F$. The statements `h1`, `h2` and `h3` establish the limit at infinity: $z - d$ grows without bound, so does the exponent's magnitude, and therefore $F(z)$ tends to $0$. The Mathlib result `integral_Ioi_of_hasDerivAt_of_nonneg'` combines the derivative with this limit. Because the integrand is nonnegative, it needs no separate proof that the integral converges.

The division is carried out in `intensityRatio_eq`. After both closed forms are inserted, `Real.exp_neg` writes $e^{-d/\lambda}$ as the inverse of $e^{d/\lambda}$. The latter is abbreviated to `E`, known to be nonzero, and `field_simp` completes the algebra of fractions.

In `thickness_eq`, the statement `hx` is the equation that isolates the exponential. Rewriting with it and with `Real.log_exp` leaves $d = \lambda\cdot(d/\lambda)$. The converse, `thickness_reproduces_ratio`, first shows that the proposed thickness is nonnegative, because the logarithm of a number that is at least $1$ is nonnegative. This allows `intensityRatio_eq` to be applied at that thickness, and `Real.exp_log` then undoes the logarithm.

The case of equal attenuation lengths follows from the general one. In `thickness_eq_of_equal_attenuation`, `hz` joins the two parts of the exponent, `e` identifies the written-out quotient with `intensityRatio A B L L θ d`, and `hc` cancels $L$ in the argument of the logarithm. For `angle_resolved_line`, `thickness_eq` is applied with $R$ taken to be the intensity ratio itself, so its hypothesis holds by `rfl`. Division by the positive number $L\cos\theta$ then gives the line.
